# A site of symmetry mm2 allows only polar vectors along its axis; a site of symmetry 2/m allows only axial ones

Put an atom on the mirror plane x = 0, whose matrix is R = diag(-1, 1, 1). An electric dipole p at the atom is a polar vector and transforms as p → R p. If the mirror is a symmetry of the whole system, including the state of its electrons, the dipole must equal its own image:

(-p₀, p₁, p₂) = (p₀, p₁, p₂), so p₀ = 0.

The dipole lies in the plane. A magnetic moment m is an axial vector and transforms as m → det(R) R m. Here det(R) = -1, so the condition is

(m₀, -m₁, -m₂) = (m₀, m₁, m₂), so m₁ = m₂ = 0.

The moment is normal to the plane. A second such mirror, y = 0, whose plane also contains the atom, confines the dipole to the line common to both planes, but it asks the moment to lie along two different normals at once, which only m = 0 can do. Components are numbered 0, 1, 2 for x, y, z, as in the code.

In an electronic-structure calculation that keeps these symmetries, the same conditions restrict the force on an atom (polar) and its magnetic moment (axial), the latter provided that the operations act without time reversal and that spin turns together with the lattice.

In Lean 4 with Mathlib:

```lean
import Mathlib

open Matrix

namespace SiteSymmetryVectors

noncomputable section
```

## The vectors a set of operations allows

Let S be a set of point operations, written as real 3×3 matrices in Cartesian axes with the origin at the site. A polar vector is allowed when R p = p for every R in S. If a and b are allowed and c is a number, then

R(a + b) = R a + R b = a + b,
R(c a) = c R a = c a,

and R 0 = 0. The allowed vectors therefore form a subspace, and `polarAllowed S` is that subspace. In the code `*ᵥ` is a matrix acting on a vector.

```lean
/-- Polar vectors `p` left unchanged, `R p = p`, by every operation `R` in `S`. -/
def polarAllowed (S : Set (Matrix (Fin 3) (Fin 3) ℝ)) : Submodule ℝ (Fin 3 → ℝ) where
  carrier := {p | ∀ R ∈ S, R *ᵥ p = p}
  zero_mem' := fun R _ => Matrix.mulVec_zero R
  add_mem' := fun {a b} ha hb R hR => by
    rw [Matrix.mulVec_add, ha R hR, hb R hR]
  smul_mem' := fun c a ha R hR => by
    rw [Matrix.mulVec_smul, ha R hR]
```

The axial condition det(R) R m = m is linear in m too, so the same three checks give the subspace `axialAllowed S`. In the code `•` is multiplication by a number.

```lean
/-- Axial vectors `m` left unchanged, `det(R) R m = m`, by every operation `R` in `S`. -/
def axialAllowed (S : Set (Matrix (Fin 3) (Fin 3) ℝ)) : Submodule ℝ (Fin 3 → ℝ) where
  carrier := {m | ∀ R ∈ S, R.det • (R *ᵥ m) = m}
  zero_mem' := fun R _ => by rw [Matrix.mulVec_zero, smul_zero]
  add_mem' := fun {a b} ha hb R hR => by
    rw [Matrix.mulVec_add, smul_add, ha R hR, hb R hR]
  smul_mem' := fun c a ha R hR => by
    rw [Matrix.mulVec_smul, smul_comm, ha R hR]
```

Neither definition requires the matrices to be orthogonal, although the physical reading needs it. Every specific operation used below is orthogonal. An operation combined with time reversal would give a magnetic moment a further sign, which `axialAllowed` does not contain; for the moment in a magnetic structure, S should hold only operations that are symmetries without time reversal. Symmetries that include time reversal can restrict the moment further, and they are not treated here.

## Four operations and a general mirror

The first site has two perpendicular mirrors. One reverses x:

```lean
/-- The mirror that reverses x. -/
def mirrorX : Matrix (Fin 3) (Fin 3) ℝ := Matrix.diagonal ![-1, 1, 1]
```

The other reverses y:

```lean
/-- The mirror that reverses y. -/
def mirrorY : Matrix (Fin 3) (Fin 3) ℝ := Matrix.diagonal ![1, -1, 1]
```

The second site has a twofold rotation about z, with determinant +1,

```lean
/-- The twofold rotation about z. -/
def twofoldZ : Matrix (Fin 3) (Fin 3) ℝ := Matrix.diagonal ![-1, -1, 1]
```

and the inversion, with determinant -1.

```lean
/-- The inversion through the site. -/
def inversion : Matrix (Fin 3) (Fin 3) ℝ := Matrix.diagonal ![-1, -1, -1]
```

The axis common to both sites is the direction of

```lean
/-- The unit vector along z. -/
def ez : Fin 3 → ℝ := ![0, 0, 1]
```

A mirror in any orientation is fixed by a unit normal n. It reverses the part of a vector along n and keeps the rest:

M v = v - 2 (n·v) n, that is, Mᵢⱼ = δᵢⱼ - 2 nᵢ nⱼ.

The definition accepts any n; the condition n·n = 1 enters as a hypothesis in the theorems.

```lean
/-- The matrix `1 - 2 n nᵀ`. For a unit vector `n` it is the mirror whose plane is normal to `n`. -/
def mirror (n : Fin 3 → ℝ) : Matrix (Fin 3) (Fin 3) ℝ :=
  Matrix.of fun i j => (if i = j then 1 else 0) - 2 * n i * n j
```

## Where the determinant in the axial law comes from

Angular momentum, position × momentum, is the model of an axial vector: a cross product of two polar ones. Its transformation law follows from that of its factors. For any matrix R and any vectors u, v, w,

w · Rᵀ(R u × R v) = (R w) · (R u × R v) = det(R) w · (u × v),

because the triple product is the determinant of the matrix with the three vectors as columns, and determinants multiply. As w is arbitrary,

Rᵀ(R u × R v) = det(R) (u × v).

If R is orthogonal, then R Rᵀ = 1, and multiplying by R gives

R u × R v = det(R) R (u × v).

The proof has the same two stages. The identity `key` is verified component by component, by expanding both sides as polynomials instead of using w. The `calc` block then inserts R Rᵀ = 1. The hypothesis `hR` states Rᵀ R = 1, from which the other order follows for square matrices.

```lean
/-- Under an orthogonal operation `R` the cross product of two polar vectors
transforms with `det(R) R`. -/
theorem cross_transforms_axially (R : Matrix (Fin 3) (Fin 3) ℝ) (hR : Rᵀ * R = 1)
    (u v : Fin 3 → ℝ) :
    (R *ᵥ u) ⨯₃ (R *ᵥ v) = R.det • (R *ᵥ (u ⨯₃ v)) := by
  -- the cofactor identity, valid for every matrix
  have key : Rᵀ *ᵥ ((R *ᵥ u) ⨯₃ (R *ᵥ v)) = R.det • (u ⨯₃ v) := by
    ext i
    fin_cases i <;>
      simp [cross_apply, Matrix.mulVec, dotProduct, Fin.sum_univ_three,
        Matrix.det_fin_three] <;> ring
  have h' : R * Rᵀ = 1 := mul_eq_one_comm.mp hR
  calc (R *ᵥ u) ⨯₃ (R *ᵥ v) = R *ᵥ (Rᵀ *ᵥ ((R *ᵥ u) ⨯₃ (R *ᵥ v))) := by
        rw [Matrix.mulVec_mulVec, h', Matrix.one_mulVec]
    _ = R.det • (R *ᵥ (u ⨯₃ v)) := by rw [key, Matrix.mulVec_smul]
```

## Generators are enough

A site group contains all products of its generators. If A and B both keep p, then

(A B) p = A (B p) = A p = p.

If both keep m in the axial sense, then

det(A B) A B m = det(A) A (det(B) B m) = det(A) A m = m.

The identity keeps everything. Conversely, the generators are themselves among the products, so a vector allowed by all products is allowed by the generators.

`Submonoid.closure S` is the set of all finite products of members of S, including the identity. Inverses are not added separately, and none are missing at the two sites treated here, since each generator is its own inverse. The induction in the proof has one case for a generator, one for the identity and one for a product, matching the lines above.

```lean
/-- The polar and axial vectors allowed by a set of generators are those allowed by
all products of the generators. -/
theorem allowed_closure (S : Set (Matrix (Fin 3) (Fin 3) ℝ)) :
    polarAllowed (Submonoid.closure S) = polarAllowed S ∧
    axialAllowed (Submonoid.closure S) = axialAllowed S := by
  constructor
  · ext p
    refine ⟨fun h R hR => h R (Submonoid.subset_closure hR), fun h R hR => ?_⟩
    change R ∈ Submonoid.closure S at hR
    induction hR using Submonoid.closure_induction with
    | mem A hA => exact h A hA
    | one => exact Matrix.one_mulVec p
    | mul A B _ _ hA hB => rw [← Matrix.mulVec_mulVec, hB, hA]
  · ext m
    refine ⟨fun h R hR => h R (Submonoid.subset_closure hR), fun h R hR => ?_⟩
    change R ∈ Submonoid.closure S at hR
    induction hR using Submonoid.closure_induction with
    | mem A hA => exact h A hA
    | one => rw [Matrix.det_one, Matrix.one_mulVec, one_smul]
    | mul A B _ _ hA hB =>
      calc (A * B).det • ((A * B) *ᵥ m) = A.det • (A *ᵥ (B.det • (B *ᵥ m))) := by
            rw [Matrix.det_mul, ← Matrix.mulVec_mulVec, Matrix.mulVec_smul, smul_smul]
        _ = m := by rw [hB, hA]
```

For two generators, membership in the allowed subspace is a pair of equations, first in the polar case

```lean
private lemma polar_pair (A B : Matrix (Fin 3) (Fin 3) ℝ) (v : Fin 3 → ℝ) :
    v ∈ polarAllowed {A, B} ↔ A *ᵥ v = v ∧ B *ᵥ v = v := by
  refine ⟨fun h => ⟨h A (by simp), h B (by simp)⟩, ?_⟩
  rintro ⟨ha, hb⟩ R (rfl | rfl)
  · exact ha
  · exact hb
```

and then in the axial case.

```lean
private lemma axial_pair (A B : Matrix (Fin 3) (Fin 3) ℝ) (v : Fin 3 → ℝ) :
    v ∈ axialAllowed {A, B} ↔ A.det • (A *ᵥ v) = v ∧ B.det • (B *ᵥ v) = v := by
  refine ⟨fun h => ⟨h A (by simp), h B (by simp)⟩, ?_⟩
  rintro ⟨ha, hb⟩ R (rfl | rfl)
  · exact ha
  · exact hb
```

For a diagonal operation with entries d₀, d₁, d₂, the vector equation separates. The polar condition becomes

dᵢ vᵢ = vᵢ for each i.

```lean
private lemma polar_diag (d v : Fin 3 → ℝ) :
    Matrix.diagonal d *ᵥ v = v ↔ ∀ i, d i * v i = v i := by
  simp only [funext_iff, Matrix.mulVec_diagonal]
```

Since the determinant is d₀ d₁ d₂, the axial condition becomes

(d₀ d₁ d₂) dᵢ vᵢ = vᵢ for each i.

```lean
private lemma axial_diag (d v : Fin 3 → ℝ) :
    (Matrix.diagonal d).det • (Matrix.diagonal d *ᵥ v) = v ↔
      ∀ i, (d 0 * d 1 * d 2) * (d i * v i) = v i := by
  simp only [funext_iff, Pi.smul_apply, smul_eq_mul, Matrix.mulVec_diagonal,
    Matrix.det_diagonal, Fin.prod_univ_three]
```

Finally, v is a multiple of ez exactly when v₀ = v₁ = 0, the multiple being v₂.

```lean
private lemma mem_span_ez (v : Fin 3 → ℝ) :
    v ∈ Submodule.span ℝ {ez} ↔ v 0 = 0 ∧ v 1 = 0 := by
  rw [Submodule.mem_span_singleton]
  constructor
  · rintro ⟨a, rfl⟩
    simp [ez]
  · rintro ⟨h0, h1⟩
    exact ⟨v 2, by ext i; fin_cases i <;> simp [ez, h0, h1]⟩
```

## Two perpendicular mirrors: symmetry mm2

For a polar vector, the x mirror gives -v₀ = v₀ and the y mirror gives -v₁ = v₁. Hence v₀ = v₁ = 0, while v₂ is free because both mirrors leave it alone. The allowed polar vectors are exactly the multiples of ez.

For an axial vector both determinants are -1. The x mirror gives

-v₁ = v₁ and -v₂ = v₂,

and the y mirror gives -v₀ = v₀. All three components vanish.

The theorem states this for the whole group generated by the two mirrors. `Submodule.span ℝ {ez}` is the line along ez and `⊥` is the subspace containing only zero. The proof first passes to the generators, then reads off the component equations, which `linarith` solves.

```lean
/-- At a site whose group is generated by the x and y mirrors, the allowed polar vectors
are the multiples of `ez` and the only allowed axial vector is zero. -/
theorem two_mirror_site :
    polarAllowed (Submonoid.closure {mirrorX, mirrorY}) = Submodule.span ℝ {ez} ∧
    axialAllowed (Submonoid.closure {mirrorX, mirrorY}) = ⊥ := by
  rw [(allowed_closure _).1, (allowed_closure _).2]
  constructor
  · ext v
    rw [polar_pair, mirrorX, mirrorY, polar_diag, polar_diag, mem_span_ez]
    constructor
    · rintro ⟨h1, h2⟩
      have a : (-1) * v 0 = v 0 := h1 0
      have b : (-1) * v 1 = v 1 := h2 1
      constructor <;> linarith
    · rintro ⟨h0, h1⟩
      constructor <;> intro i <;> fin_cases i <;> simp [h0, h1]
  · ext v
    rw [axial_pair, mirrorX, mirrorY, axial_diag, axial_diag, Submodule.mem_bot]
    constructor
    · rintro ⟨h1, h2⟩
      -- the x mirror removes y and z components, the y mirror removes x
      have a : ((-1) * 1 * 1) * (1 * v 1) = v 1 := h1 1
      have b : ((-1) * 1 * 1) * (1 * v 2) = v 2 := h1 2
      have c : (1 * (-1) * 1) * (1 * v 0) = v 0 := h2 0
      ext i
      fin_cases i
      · change v 0 = 0
        linarith
      · change v 1 = 0
        linarith
      · change v 2 = 0
        linarith
    · rintro rfl
      constructor <;> intro i <;> simp
```

## A twofold axis with inversion: symmetry 2/m

The inversion gives -vᵢ = vᵢ for every component of a polar vector, so the vector is zero, and the rotation is not needed.

For an axial vector the inversion has det(R) R = (-1)(-1) = 1 and imposes nothing. The rotation has determinant +1 and gives

-v₀ = v₀ and -v₁ = v₁,

with v₂ free. The allowed axial vectors are exactly the multiples of ez. The underscores in the proof mark the condition that each half leaves unused: the rotation in the polar half, the inversion in the axial half.

```lean
/-- At a site whose group is generated by the twofold rotation about z and the inversion,
the only allowed polar vector is zero and the allowed axial vectors are the multiples of `ez`. -/
theorem rotation_inversion_site :
    polarAllowed (Submonoid.closure {twofoldZ, inversion}) = ⊥ ∧
    axialAllowed (Submonoid.closure {twofoldZ, inversion}) = Submodule.span ℝ {ez} := by
  rw [(allowed_closure _).1, (allowed_closure _).2]
  constructor
  · ext v
    rw [polar_pair, twofoldZ, inversion, polar_diag, polar_diag, Submodule.mem_bot]
    constructor
    · rintro ⟨_, h2⟩
      have a : (-1) * v 0 = v 0 := h2 0
      have b : (-1) * v 1 = v 1 := h2 1
      have c : (-1) * v 2 = v 2 := h2 2
      ext i
      fin_cases i
      · change v 0 = 0
        linarith
      · change v 1 = 0
        linarith
      · change v 2 = 0
        linarith
    · rintro rfl
      constructor <;> intro i <;> simp
  · ext v
    rw [axial_pair, twofoldZ, inversion, axial_diag, axial_diag, mem_span_ez]
    constructor
    · rintro ⟨h1, _⟩
      have a : ((-1) * (-1) * 1) * ((-1) * v 0) = v 0 := h1 0
      have b : ((-1) * (-1) * 1) * ((-1) * v 1) = v 1 := h1 1
      constructor <;> linarith
    · rintro ⟨h0, h1⟩
      constructor <;> intro i <;> fin_cases i <;> simp [h0, h1]
```

An allowed vector need not be present. The theorems say which directions the operations in the group leave open; they do not say whether a dipole or a moment occurs, or how large it is.

## A mirror in any orientation

Let n be a unit normal and M v = v - 2 (n·v) n. The polar condition M v = v reads

(n·v) n = 0,

and the scalar product with n turns this into n·v = 0: the vector lies in the plane.

For the axial condition the determinant is needed. M reverses n and keeps the two directions perpendicular to it, so det(M) = -1. The condition is then

-v + 2 (n·v) n = v, that is, v = (n·v) n,

so the vector lies along the normal.

In the code `⬝ᵥ` is the scalar product. The step `hv` is the formula for M v. The step `hd` finds the determinant by expansion, which gives 1 - 2 (n·n), and uses n·n = 1. The two equivalences then follow as above, the axial one component by component.

```lean
/-- A mirror with unit normal `n` allows a polar vector exactly when it is perpendicular
to `n`, and an axial vector exactly when it equals its projection on `n`. -/
theorem mirror_selection (n : Fin 3 → ℝ) (hn : n ⬝ᵥ n = 1) (v : Fin 3 → ℝ) :
    (mirror n *ᵥ v = v ↔ n ⬝ᵥ v = 0) ∧
    ((mirror n).det • (mirror n *ᵥ v) = v ↔ v = (n ⬝ᵥ v) • n) := by
  have hv : mirror n *ᵥ v = v - (2 * (n ⬝ᵥ v)) • n := by
    ext i
    fin_cases i <;>
      simp [mirror, Matrix.mulVec, dotProduct, Fin.sum_univ_three] <;> ring
  have hd : (mirror n).det = -1 := by
    have h : n 0 * n 0 + n 1 * n 1 + n 2 * n 2 = 1 := by
      rw [← hn, dotProduct, Fin.sum_univ_three]
    rw [Matrix.det_fin_three]
    simp [mirror]
    linear_combination (-2) * h
  rw [hd, hv]
  constructor
  · constructor
    · intro h
      have h' := congrArg (fun w => n ⬝ᵥ w) h
      simp only [dotProduct_sub, dotProduct_smul, hn, smul_eq_mul] at h'
      linarith
    · intro h
      rw [h, mul_zero, zero_smul, sub_zero]
  · constructor <;> intro h <;> ext i <;> have h' := congrFun h i <;>
      simp only [Pi.smul_apply, Pi.sub_apply, smul_eq_mul] at h' ⊢ <;> linarith
```

## Two different mirrors at any angle

Let n and k be the unit normals of two mirrors, and let m be an axial vector that both allow. Then

m = (n·m) n = (k·m) k.

Taking the scalar product of each form with m gives

m·m = (n·m)² = (k·m)²,

so n·m = k·m or n·m = -(k·m). Suppose m ≠ 0. Then n·m ≠ 0, since otherwise the first form would make m zero. With the plus sign,

(n·m) n = (n·m) k, so n = k.

With the minus sign,

(n·m) n = -(n·m) k, so n = -k.

If the planes are different, neither can happen, and m = 0.

Both exclusions, `h1` and `h2`, are needed because n and -n describe the same plane. Without `h2`, take n = (1, 0, 0) and k = (-1, 0, 0). These normals are unequal, yet both mirrors are diag(-1, 1, 1), and the axial vector (1, 0, 0) is allowed.

The proof follows the argument by contradiction: `ea` and `eb` are the two expressions for m·m, `rcases` separates the signs, and `mul_left_cancel₀` divides by n·m. The theorem is stated for the two mirrors themselves, and `allowed_closure` carries it over to all their products.

```lean
/-- Two different mirror planes through a site, at any angle, forbid every nonzero
axial vector. -/
theorem two_mirrors_forbid_axial (n k : Fin 3 → ℝ) (hn : n ⬝ᵥ n = 1) (hk : k ⬝ᵥ k = 1)
    (h1 : n ≠ k) (h2 : n ≠ -k) : axialAllowed {mirror n, mirror k} = ⊥ := by
  rw [Submodule.eq_bot_iff]
  intro m hm
  rw [axial_pair, (mirror_selection n hn m).2, (mirror_selection k hk m).2] at hm
  obtain ⟨ha, hb⟩ := hm
  by_contra hm0
  have ha0 : n ⬝ᵥ m ≠ 0 := fun h => hm0 (by rw [ha, h, zero_smul])
  -- both projections have the full length of m
  have ea := congrArg (fun w => m ⬝ᵥ w) ha
  have eb := congrArg (fun w => m ⬝ᵥ w) hb
  simp only [dotProduct_smul, smul_eq_mul] at ea eb
  rw [dotProduct_comm m n] at ea
  rw [dotProduct_comm m k] at eb
  rcases mul_self_eq_mul_self_iff.mp (ea.symm.trans eb) with h | h
  · apply h1
    ext i
    have p := congrFun ha i
    have q := congrFun hb i
    simp only [Pi.smul_apply, smul_eq_mul] at p q
    apply mul_left_cancel₀ ha0
    rw [← p, h, ← q]
  · apply h2
    ext i
    have p := congrFun ha i
    have q := congrFun hb i
    simp only [Pi.smul_apply, smul_eq_mul] at p q
    apply mul_left_cancel₀ ha0
    rw [← p, h, Pi.neg_apply, neg_mul_neg, ← q]

end

end SiteSymmetryVectors
```

```lean
#print axioms SiteSymmetryVectors.cross_transforms_axially
#print axioms SiteSymmetryVectors.two_mirror_site
#print axioms SiteSymmetryVectors.rotation_inversion_site
#print axioms SiteSymmetryVectors.two_mirrors_forbid_axial
```

```
'SiteSymmetryVectors.cross_transforms_axially' depends on axioms: [propext, Classical.choice, Quot.sound]
'SiteSymmetryVectors.two_mirror_site' depends on axioms: [propext, Classical.choice, Quot.sound]
'SiteSymmetryVectors.rotation_inversion_site' depends on axioms: [propext, Classical.choice, Quot.sound]
'SiteSymmetryVectors.two_mirrors_forbid_axial' depends on axioms: [propext, Classical.choice, Quot.sound]
```
